# The Cauchy–Schwarz inequality for positive functionals on complex star-algebras

## Can positivity of expectation values alone bound the overlaps?

A spin is prepared in some state, pure or mixed, and all I have is the rule that assigns an expectation value \(w(a)\) to each operator \(a\). For a pure state \(v\), the number \(w(a^*b)\) is the inner product of \(av\) with \(bv\), so the Cauchy–Schwarz inequality bounds it. For a general state I would like to avoid choosing a vector or a density matrix and use only that \(w\) is linear and that \(w(a^*a)\) is never negative.

I believe that this already gives

\[
w(a^*b)=\overline{w(b^*a)},\qquad |w(a^*b)|^2\le w(a^*a)\,w(b^*b).
\]

The textbook argument often divides by \(w(b^*b)\), which may be zero. Can the claim be made rigorous, with that case included, and checked by machine?

## Positivity applied to superpositions

Yes. Linearity and positivity suffice, and no division by \(w(a^*a)\) or \(w(b^*b)\) is needed. For complex numbers \(s,t\), put \(c=sa+tb\). Since \((sa)^*=\bar s\,a^*\), linearity gives

\[
w(c^*c)=|s|^2w(a^*a)+\bar s t\,w(a^*b)+\bar t s\,w(b^*a)+|t|^2w(b^*b).
\]

**Hermitian symmetry.** The left side and the two diagonal terms are real, so the interference terms have a real sum. With \(s=t=1\) this says

\[
\operatorname{Im}w(a^*b)+\operatorname{Im}w(b^*a)=0 .
\]

With \(s=1,\ t=i\) the interference terms are \(i\,w(a^*b)-i\,w(b^*a)\), whose imaginary part is

\[
\operatorname{Re}w(a^*b)-\operatorname{Re}w(b^*a)=0 .
\]

Together these are \(w(a^*b)=\overline{w(b^*a)}\).

**The inequality.** Write \(z=w(a^*b)\), \(\alpha=w(a^*a)\) and \(\beta=w(b^*b)\). Take \(s=x\) real and \(t=\bar z\). Each interference term becomes \(x|z|^2\), so

\[
\alpha x^2+2|z|^2x+|z|^2\beta\ge 0\quad\text{for every real }x.
\]

The discriminant is therefore not positive: \(4|z|^4-4\alpha\beta|z|^2\le0\). If \(z\ne0\), dividing by \(4|z|^2\) gives \(|z|^2\le\alpha\beta\). If \(z=0\), the claim is \(0\le\alpha\beta\). When \(\alpha=0\), the quadratic is really linear, and it can stay nonnegative for all \(x\) only if \(z=0\), in agreement with the discriminant condition.

**Null elements.** If \(w(b^*b)=0\), the inequality forces \(w(a^*b)=0\) for every \(a\). Moreover, \((xb)^*(xb)=(x^*xb)^*b\), so \(w((xb)^*(xb))=0\) for every \(x\) in the algebra.

**Equality.** Suppose \(|z|^2=\alpha\beta\). If \(\beta=0\), choose \(s=0,\ t=1\). Otherwise choose \(s=\beta,\ t=-\bar z\); then

\[
w(c^*c)=\beta^2\alpha-2\beta|z|^2+\beta|z|^2=\beta(\alpha\beta-|z|^2)=0.
\]

Conversely, let \(w(c^*c)=0\) with \(s,t\) not both zero. A null element has no overlap with \(a\) or \(b\), hence

\[
s\alpha+tz=0,\qquad s\bar z+t\beta=0.
\]

Multiplying the first equation by \(\beta\), the second by \(z\), and subtracting gives \(s(\alpha\beta-|z|^2)=0\). Multiplying instead by \(\bar z\) and \(\alpha\) gives \(t(|z|^2-\alpha\beta)=0\). At least one of \(s,t\) can be cancelled.

**Fluctuations.** Now let \(w(1)=1\). Symmetry with the identity gives \(w(a^*)=\overline{w(a)}\). For \(\delta a=a-w(a)1\) and \(\delta b=b-w(b)1\),

\[
\begin{aligned}
w(\delta a^*\,\delta b)&=w(a^*b)-w(b)\overline{w(a)}-\overline{w(a)}w(b)+\overline{w(a)}w(b)\\
&=w(a^*b)-\overline{w(a)}w(b).
\end{aligned}
\]

The inequality for \(\delta a,\delta b\) then bounds the squared modulus of the covariance by the product of the variances \(w(a^*a)-|w(a)|^2\) and \(w(b^*b)-|w(b)|^2\).

## The Lean file

```lean
import Mathlib

open ComplexConjugate Matrix

namespace StateCauchySchwarz

noncomputable section

variable {A : Type*} [Ring A] [StarRing A] [Algebra ℂ A] [StarModule ℂ A]

/-- A linear functional is positive if its value on every `a* a` is real and nonnegative. -/
def IsPositive (w : A →ₗ[ℂ] ℂ) : Prop :=
  ∀ a : A, (w (star a * a)).im = 0 ∧ 0 ≤ (w (star a * a)).re

/-- The value of a functional on `c* c` for the superposition `c = s a + t b`, written out
in its two diagonal and two interference terms. -/
theorem superposition_expansion (w : A →ₗ[ℂ] ℂ) (a b : A) (s t : ℂ) :
    w (star (s • a + t • b) * (s • a + t • b)) =
      conj s * s * w (star a * a) + conj s * t * w (star a * b)
        + conj t * s * w (star b * a) + conj t * t * w (star b * b) := by
  simp only [star_add, star_smul, add_mul, mul_add, smul_mul_assoc, mul_smul_comm,
    map_add, map_smul, smul_eq_mul, starRingEnd_apply]
  ring

/-- For a positive functional, exchanging `a` and `b` in `w(a* b)` is complex conjugation. -/
theorem hermitian_symmetry {w : A →ₗ[ℂ] ℂ} (hw : IsPositive w) (a b : A) :
    w (star a * b) = conj (w (star b * a)) := by
  -- w(c* c) is real for c = a + b and for c = a + i b
  have h1 := (hw ((1 : ℂ) • a + (1 : ℂ) • b)).1
  have h2 := (hw ((1 : ℂ) • a + Complex.I • b)).1
  rw [superposition_expansion] at h1 h2
  simp [(hw a).1, (hw b).1] at h1 h2
  apply Complex.ext
  · rw [Complex.conj_re]
    linarith
  · rw [Complex.conj_im]
    linarith

/-- Cauchy-Schwarz inequality for a positive functional:
`|w(a* b)|² ≤ w(a* a) w(b* b)`. -/
theorem cauchy_schwarz {w : A →ₗ[ℂ] ℂ} (hw : IsPositive w) (a b : A) :
    ‖w (star a * b)‖ ^ 2 ≤ (w (star a * a)).re * (w (star b * b)).re := by
  rw [← Complex.normSq_eq_norm_sq]
  -- positivity on x a + conj(w(a* b)) b is a quadratic inequality in the real number x
  have hq : ∀ x : ℝ, 0 ≤ (w (star a * a)).re * (x * x)
      + (2 * Complex.normSq (w (star a * b))) * x
      + Complex.normSq (w (star a * b)) * (w (star b * b)).re := by
    intro x
    have h := (hw ((x : ℂ) • a + conj (w (star a * b)) • b)).2
    rw [superposition_expansion, hermitian_symmetry hw b a] at h
    refine h.trans_eq ?_
    simp only [Complex.add_re, Complex.mul_re, Complex.mul_im, Complex.conj_re,
      Complex.conj_im, Complex.ofReal_re, Complex.ofReal_im, Complex.normSq_apply]
    ring
  have hd := discrim_le_zero hq
  unfold discrim at hd
  rcases (Complex.normSq_nonneg (w (star a * b))).eq_or_lt with h0 | hpos
  · rw [← h0]
    exact mul_nonneg (hw a).2 (hw b).2
  · refine le_of_mul_le_mul_left ?_ hpos
    linarith

/-- For a positive functional `w`, if `w(b* b) = 0`, then `w(a* b) = 0` for every `a`. -/
theorem null_overlap {w : A →ₗ[ℂ] ℂ} (hw : IsPositive w) (a b : A)
    (hb : w (star b * b) = 0) : w (star a * b) = 0 := by
  have h := cauchy_schwarz hw a b
  rw [hb, Complex.zero_re, mul_zero] at h
  exact norm_eq_zero.mp ((pow_eq_zero_iff two_ne_zero).mp (le_antisymm h (sq_nonneg _)))

/-- For a positive functional `w`, if `w(b* b) = 0`, then `w((x b)* (x b)) = 0` for every `x` in the
algebra. -/
theorem null_left_mul {w : A →ₗ[ℂ] ℂ} (hw : IsPositive w) (x b : A)
    (hb : w (star b * b) = 0) : w (star (x * b) * (x * b)) = 0 := by
  have h := null_overlap hw (star x * (x * b)) b hb
  rwa [star_mul, star_star, mul_assoc] at h

/-- For a positive functional `w`, equality holds in the Cauchy-Schwarz inequality `|w(a* b)|² ≤
w(a* a) w(b* b)` exactly when some combination `c = s a + t b`, with `s` and `t` not both zero, has
`w(c* c) = 0`. -/
theorem cauchy_schwarz_eq_iff {w : A →ₗ[ℂ] ℂ} (hw : IsPositive w) (a b : A) :
    ‖w (star a * b)‖ ^ 2 = (w (star a * a)).re * (w (star b * b)).re ↔
      ∃ s t : ℂ, (s ≠ 0 ∨ t ≠ 0) ∧
        w (star (s • a + t • b) * (s • a + t • b)) = 0 := by
  have hreal : ∀ c : A, w (star c * c) = ((w (star c * c)).re : ℂ) := fun c =>
    Complex.ext (by rw [Complex.ofReal_re]) (by rw [Complex.ofReal_im, (hw c).1])
  have hn : w (star a * b) * w (star b * a) = ((‖w (star a * b)‖ ^ 2 : ℝ) : ℂ) := by
    rw [hermitian_symmetry hw b a, Complex.mul_conj, Complex.normSq_eq_norm_sq]
  -- equality means that the two-by-two determinant of overlaps vanishes
  have key : ‖w (star a * b)‖ ^ 2 = (w (star a * a)).re * (w (star b * b)).re ↔
      w (star a * b) * w (star b * a) = w (star a * a) * w (star b * b) := by
    rw [hn]
    constructor
    · intro e
      rw [e, Complex.ofReal_mul, ← hreal a, ← hreal b]
    · intro e
      have h := congrArg Complex.re e
      rwa [Complex.ofReal_re, Complex.mul_re, (hw a).1, zero_mul, sub_zero] at h
  rw [key]
  constructor
  · intro e
    by_cases hB : w (star b * b) = 0
    · refine ⟨0, 1, Or.inr one_ne_zero, ?_⟩
      rw [zero_smul, zero_add, one_smul]
      exact hB
    · refine ⟨w (star b * b), -w (star b * a), Or.inl hB, ?_⟩
      rw [superposition_expansion, map_neg, ← hermitian_symmetry hw a b,
        ← hermitian_symmetry hw b b]
      linear_combination (-w (star b * b)) * e
  · rintro ⟨s, t, hst, h0⟩
    -- a null combination has no overlap with a or with b
    have h1 := null_overlap hw a _ h0
    have h2 := null_overlap hw b _ h0
    simp only [mul_add, mul_smul_comm, map_add, map_smul, smul_eq_mul] at h1 h2
    rcases hst with hs | ht
    · apply mul_left_cancel₀ hs
      linear_combination w (star a * b) * h2 - w (star b * b) * h1
    · apply mul_left_cancel₀ ht
      linear_combination w (star b * a) * h1 - w (star a * a) * h2

/-- For a normalised positive functional, the squared modulus of the covariance of `a` and `b`
is at most the product of their variances. -/
theorem covariance_bound {w : A →ₗ[ℂ] ℂ} (hw : IsPositive w) (h1 : w 1 = 1) (a b : A) :
    ‖w (star a * b) - conj (w a) * w b‖ ^ 2 ≤
      ((w (star a * a)).re - ‖w a‖ ^ 2) * ((w (star b * b)).re - ‖w b‖ ^ 2) := by
  have hstar : ∀ c : A, w (star c) = star (w c) := by
    intro c
    have h := hermitian_symmetry hw c 1
    rwa [mul_one, star_one, one_mul, starRingEnd_apply] at h
  -- overlap of the fluctuations about the mean values
  have hcov : ∀ c d : A, w (star (c - w c • (1 : A)) * (d - w d • (1 : A))) =
      w (star c * d) - conj (w c) * w d := by
    intro c d
    simp only [star_sub, star_smul, star_one, sub_mul, mul_sub, smul_mul_assoc,
      mul_smul_comm, one_mul, mul_one, map_sub, map_smul, smul_eq_mul, h1, hstar,
      starRingEnd_apply]
    ring
  have hn : ∀ z : ℂ, (conj z * z).re = ‖z‖ ^ 2 := by
    intro z
    rw [mul_comm, Complex.mul_conj, Complex.ofReal_re, Complex.normSq_eq_norm_sq]
  have h := cauchy_schwarz hw (a - w a • (1 : A)) (b - w b • (1 : A))
  rwa [hcov, hcov, hcov, Complex.sub_re, Complex.sub_re, hn, hn] at h

/-- The functional `M ↦ v† M v` on complex matrices defined by a vector `v`. -/
def vectorFunctional {n : Type*} [Fintype n] (v : n → ℂ) : Matrix n n ℂ →ₗ[ℂ] ℂ where
  toFun M := star v ⬝ᵥ (M *ᵥ v)
  map_add' M N := by rw [Matrix.add_mulVec, dotProduct_add]
  map_smul' c M := by simp [Matrix.smul_mulVec, dotProduct_smul]

/-- The functional `M ↦ v† M v` is positive, and its value at the identity is `v† v`. -/
theorem vectorFunctional_witness {n : Type*} [Fintype n] [DecidableEq n] (v : n → ℂ) :
    IsPositive (vectorFunctional v) ∧ vectorFunctional v 1 = star v ⬝ᵥ v := by
  constructor
  · intro M
    -- v† M† M v is the squared length of M v
    have h : vectorFunctional v (star M * M) =
        ((∑ i, Complex.normSq ((M *ᵥ v) i) : ℝ) : ℂ) := by
      change star v ⬝ᵥ ((Mᴴ * M) *ᵥ v) = _
      rw [← Matrix.mulVec_mulVec, Matrix.dotProduct_mulVec, ← Matrix.star_mulVec,
        Complex.ofReal_sum]
      unfold dotProduct
      exact Finset.sum_congr rfl fun i _ => Complex.normSq_eq_conj_mul_self.symm
    rw [h]
    exact ⟨Complex.ofReal_im _, by
      rw [Complex.ofReal_re]
      exact Finset.sum_nonneg fun i _ => Complex.normSq_nonneg _⟩
  · change star v ⬝ᵥ ((1 : Matrix n n ℂ) *ᵥ v) = _
    rw [Matrix.one_mulVec]

end

end StateCauchySchwarz
```

```lean
#print axioms StateCauchySchwarz.null_left_mul
#print axioms StateCauchySchwarz.cauchy_schwarz_eq_iff
#print axioms StateCauchySchwarz.covariance_bound
```

```
'StateCauchySchwarz.null_left_mul' depends on axioms: [propext, Classical.choice, Quot.sound]
'StateCauchySchwarz.cauchy_schwarz_eq_iff' depends on axioms: [propext, Classical.choice, Quot.sound]
'StateCauchySchwarz.covariance_bound' depends on axioms: [propext, Classical.choice, Quot.sound]
```

## How the Lean statements describe states and observables

The type `A` is the algebra of operators. `Ring A` supplies sums, products and an identity, `StarRing A` the adjoint `star a`, and `Algebra ℂ A` the complex scalars. `StarModule ℂ A` makes the adjoint conjugate those scalars. There is no norm, topology or Hilbert space, and the product need not commute.

The functional has type `A →ₗ[ℂ] ℂ`, so linearity is built in. `IsPositive w` says that `w (star a * a)` has zero imaginary part and nonnegative real part for every `a`. Physically, \(a^*a\) is an observable whose measured values cannot be negative, so neither can its mean. This condition is assumed of an abstract `w`.

`hermitian_symmetry` and `cauchy_schwarz` are the two claims in the question. The products on the right of the inequality carry `.re` because Lean regards \(w(a^*a)\) as a complex number; positivity ensures that nothing is lost by taking the real part. The adjoint stands on the first factor, matching an inner product that is conjugate-linear in its first argument.

`cauchy_schwarz_eq_iff` requires the coefficients `s` and `t` not to vanish together. It does not require \(a\) and \(b\) to be linearly dependent, since a nonzero \(c\) can still have \(w(c^*c)=0\). Only `covariance_bound` assumes the normalisation `w 1 = 1`.

`vectorFunctional v` is the map \(M\mapsto v^\dagger Mv\) on finite complex matrices. `vectorFunctional_witness` proves it positive, with value \(v^\dagger v\) at the identity. It is thus a normalised state when \(v^\dagger v=1\); for any other nonzero \(v\), expectation values are obtained by dividing by \(v^\dagger v\).

In quantum mechanics the covariance bound is the inequality behind uncertainty relations for two observables, here for elements of one star-algebra on which every expectation value is finite. To apply the theorem to unbounded operators such as position and momentum, one can use a common domain that they map into itself and a state given by a normalised vector in that domain; all their products then have finite means.

## How the proofs follow the algebra

`superposition_expansion` is the four-term formula for \(w(c^*c)\). Its `simp only` call distributes the star, the product and the functional, and `ring` collects the scalars.

In `hermitian_symmetry`, `h1` and `h2` are the reality conditions for \(a+b\) and \(a+ib\). After the expansion, `Complex.ext` splits the goal into real and imaginary parts, and `linarith` obtains each from these conditions.

In `cauchy_schwarz`, `hq` is the quadratic inequality in the real number `x`, with `Complex.normSq` standing for \(|z|^2\). `discrim_le_zero` yields the discriminant condition. The `rcases` line separates \(z=0\) from \(|z|^2>0\), and `le_of_mul_le_mul_left` cancels the positive factor in the second case.

`null_overlap` sets the right side of the inequality to zero. `null_left_mul` applies it with \(x^*(xb)\) in the first position, which is the regrouping used above.

For the equality criterion, `key` rewrites the real equation as the complex one \(w(a^*b)w(b^*a)=w(a^*a)w(b^*b)\). The forward direction supplies the coefficients chosen above. The reverse direction gets the two linear equations from `null_overlap`, and `linear_combination` performs the eliminations.

In `covariance_bound`, `hstar` is \(w(c^*)=\overline{w(c)}\) and `hcov` is the fluctuation formula; `cauchy_schwarz` does the rest. The matrix example is positive because \(v^\dagger M^\dagger Mv\) is the sum of the squared moduli of the components of \(Mv\).

## A spin-½ state with numbers

Take \(v=(3/5,\,4/5)\), \(a=\sigma_x\) and \(b=\sigma_y\). Both matrices square to the identity, so \(w(a^*a)=w(b^*b)=1\). Since \(\sigma_x\sigma_y=i\sigma_z\),

\[
w(a^*b)=i\left(\frac{9}{25}-\frac{16}{25}\right)=-\frac{7i}{25},
\qquad |w(a^*b)|^2=\frac{49}{625}<1.
\]

The means are \(w(\sigma_x)=24/25\) and \(w(\sigma_y)=0\). The variances are therefore \(1-576/625=49/625\) and \(1\), while the covariance is still \(-7i/25\). The covariance bound reads \(49/625\le49/625\): subtracting the means has turned a strict inequality into an equality.

## What fails without positivity or normalisation

Both halves of the positivity condition matter. On \(2\times2\) matrices, let \(w(M)=M_{11}-M_{22}\). Every \(w(a^*a)\) is real, but some are negative. With \(a=1\) and \(b=\sigma_z\), we have \(w(a^*a)=w(b^*b)=0\) and \(w(a^*b)=2\), so the inequality would say \(4\le0\).

Now keep the nonnegative real part but give up reality: on the algebra \(\mathbb C\), let \(w(z)=(1+i)z\). For \(a=b=1\), symmetry would require \(1+i=1-i\), and the inequality with real parts on the right would say \(2\le1\).

The covariance bound can also fail if the hypothesis \(w(1)=1\) is dropped. The trace on \(2\times2\) matrices is positive with \(w(1)=2\). For \(a=1\) and \(b=\sigma_z\), the covariance expression is \(0\), while the two variance expressions are \(2-4=-2\) and \(2\), so the bound would say \(0\le-4\).
